# In a static Gaussian field of nonzero variance, the vertex-free propagator has correct even moments only at orders 0 and 2

Suppose a self-consistent solver for one level at energy zero in a static Gaussian field, with mean zero and variance $g^2>0$, is tested by its high-frequency tail up to $1/z^3$. The test passes, although the solver leaves out every vertex correction. The error first appears at $1/z^5$, where the exact coefficient is $3g^4$ and the solver converges to $2g^4$. Without the moment formulas below, that discrepancy can be mistaken for a bug or a poor tail fit.

## Gaussian moments against Catalan moments

Take a level at energy zero, shifted by a static classical field $\varphi$ with mean zero and variance $g^2>0$. Its averaged propagator is $\langle 1/(z-\varphi)\rangle$, so the exact moment of order $k$ is $\langle\varphi^k\rangle$, the coefficient of $1/z^{k+1}$ in the large-$z$ expansion. The vertex-free approximation uses the self-energy $g^2G$, where $g^2$ is the correlation function of the field, constant in time:

$$G=\frac{1}{z-g^2G}.$$

Let $C_n$ be the Catalan numbers $1,1,2,5,\dots$ and $(2n-1)!!$ the product of the first $n$ odd numbers. Then

$$\langle\varphi^{2n}\rangle=g^{2n}(2n-1)!!,\qquad m_{2n}=g^{2n}C_n,\qquad \frac{\langle\varphi^{2n}\rangle}{m_{2n}}=\frac{(n+1)!}{2^n},$$

where $m_k$ is the coefficient of $1/z^{k+1}$ in the unique solution $G$ among power series in $1/z$. The ratio is 1 only for $n=0$ and $n=1$.

## Reference values for a self-consistent solver

A code that iterates $G=1/(z-g^2G)$ should reproduce $g^{2n}C_n$, while a code that samples $\varphi$ and averages $1/(z-\varphi)$ should reproduce $g^{2n}(2n-1)!!$. A comparison of the two needs the fourth moment at least. The self-energy $g^2G$ has the form used in self-consistent GW, with the fixed correlation function $g^2$ of a static field in place of the screened interaction. The comparison measures the missing vertex in this special case.

With $g=2$, the vertex-free recursion derived below gives

- $m_2=4\cdot1=4$,
- $m_4=4(4+0+4)=32$,
- $m_6=4(32+0+16+0+32)=320$.

The exact moments are $4$, $16\cdot3=48$ and $64\cdot15=960$. The ratios are $1$, $3/2$ and $3$, in agreement with $(n+1)!/2^n$.

## Integration by parts, convolution and counting

**Exact moments.** Let $w(\varphi)=e^{-\varphi^2/(2g^2)}$, so that $w'=-(\varphi/g^2)w$. Then

$$\frac{d}{d\varphi}\left(\varphi^{k+1}w\right)=(k+1)\varphi^kw-\frac{1}{g^2}\varphi^{k+2}w.$$

The left side integrates to zero. Division by $\int w\,d\varphi$ gives

$$\langle\varphi^{k+2}\rangle=(k+1)g^2\langle\varphi^k\rangle.$$

Starting from $\langle1\rangle=1$, $n$ applications give $g^{2n}\cdot1\cdot3\cdots(2n-1)$. Starting from $\langle\varphi\rangle=0$, the same recursion makes every odd moment vanish; the Lean file states only the even case.

**Vertex-free moments.** Put $X=1/z$. Multiplying $G(z-g^2G)=1$ by $X$ gives

$$G(1-g^2XG)=X.$$

The constant term of $G$ must vanish, so $G=XM$ with $M=\sum_k m_kX^k$. Substituting and cancelling $X$ leaves $M=1+g^2X^2M^2$, that is,

$$m_0=1,\quad m_1=0,\quad m_{k+2}=g^2\sum_{i=0}^{k}m_im_{k-i}.$$

For odd $k$, one index in each product is odd, so by induction all odd moments vanish. For $k=2n$ only even indices contribute, and $m_{2n}=g^{2n}C_n$ follows from $C_0=1$ and $C_{n+1}=\sum_{i=0}^nC_iC_{n-i}$.

**Uniqueness.** If $G$ and $H$ both solve the equation, subtraction gives

$$(G-H)\bigl(1-g^2X(G+H)\bigr)=0.$$

The second factor has constant term 1 and is therefore nonzero. Power series over the reals have no zero divisors, so $G=H$. The other root of the quadratic grows like $z/g^2$ and is not a power series in $1/z$.

**Ratio.** The recursion $(n+1)\binom{2n+2}{n+1}=2(2n+1)\binom{2n}{n}$ gives, by induction, $(2n-1)!!\,2^n=n!\binom{2n}{n}$. Since $\binom{2n}{n}=(n+1)C_n$,

$$(2n-1)!!\,2^n=(n+1)!\,C_n.$$

For $n=0,1$ the ratio is 1. At $n=2$ we have $3!=6>4=2^2$, and each further step multiplies the factorial by more than 2 and the power by exactly 2. The ratio therefore exceeds 1 for every $n\ge2$.

## The Lean file

```lean
import Mathlib

open PowerSeries MeasureTheory

namespace SoftModeVertex

noncomputable section

/-- The unnormalised Gaussian weight of a static field `φ` with variance `g ^ 2`, for `g ≠ 0`. -/
def weight (g φ : ℝ) : ℝ := Real.exp (-(1 / (2 * g ^ 2)) * φ ^ 2)

/-- The exact moment `⟨φ ^ k⟩` of the static Gaussian field, for `g ≠ 0`. -/
def fieldMoment (g : ℝ) (k : ℕ) : ℝ :=
  (∫ φ : ℝ, φ ^ k * weight g φ) / ∫ φ : ℝ, weight g φ

/-- The double factorial `(2n-1)!!`, as the product of the first `n` odd numbers. -/
def oddFactorial (n : ℕ) : ℕ := ∏ i ∈ Finset.range n, (2 * i + 1)

/-- The vertex-free equation `G (z - g² G) = 1`, multiplied by `X = 1/z`. -/
def IsVertexFree (g : ℝ) (G : PowerSeries ℝ) : Prop :=
  G * (1 - C (g ^ 2) * X * G) = X

/-- The sequence that vanishes at odd `k` and is `g ^ k` times a Catalan number at even `k`. -/
def catalanMoment (g : ℝ) (k : ℕ) : ℝ :=
  if Even k then g ^ k * (catalan (k / 2) : ℝ) else 0

/-- Wick recursion: for `g ≠ 0`, two more powers of the field give a factor `(k+1) g²`. -/
theorem fieldMoment_add_two {g : ℝ} (hg : g ≠ 0) (k : ℕ) :
    fieldMoment g (k + 2) = (k + 1) * g ^ 2 * fieldMoment g k := by
  have hint : ∀ m : ℕ, Integrable (fun φ : ℝ => φ ^ m * weight g φ) := by
    intro m
    have hb : 0 < 1 / (2 * g ^ 2) := by positivity
    have hm : (-1 : ℝ) < (m : ℝ) := by
      have : (0 : ℝ) ≤ (m : ℝ) := Nat.cast_nonneg m
      linarith
    simpa only [weight, Real.rpow_natCast] using integrable_rpow_mul_exp_neg_mul_sq hb hm
  have hw : ∀ φ : ℝ, HasDerivAt (weight g) (-(φ / g ^ 2) * weight g φ) φ := by
    intro φ
    have h2 : HasDerivAt (fun x : ℝ => x ^ 2) (2 * φ) φ := by
      simpa using hasDerivAt_pow 2 φ
    refine (h2.const_mul (-(1 / (2 * g ^ 2)))).exp.congr_deriv ?_
    unfold weight
    ring
  have hd : ∀ φ : ℝ, HasDerivAt (fun x : ℝ => x ^ (k + 1) * weight g x)
      (((k : ℝ) + 1) * (φ ^ k * weight g φ) - 1 / g ^ 2 * (φ ^ (k + 2) * weight g φ)) φ := by
    intro φ
    refine ((hasDerivAt_pow (k + 1) φ).fun_mul (hw φ)).congr_deriv ?_
    simp only [Nat.add_sub_cancel, Nat.cast_add, Nat.cast_one]
    ring
  -- the integral of this total derivative vanishes
  have h0 : ∫ φ : ℝ, (((k : ℝ) + 1) * (φ ^ k * weight g φ)
      - 1 / g ^ 2 * (φ ^ (k + 2) * weight g φ)) = 0 :=
    integral_eq_zero_of_hasDerivAt_of_integrable hd
      (((hint k).const_mul _).sub ((hint (k + 2)).const_mul _)) (hint (k + 1))
  rw [integral_sub ((hint k).const_mul _) ((hint (k + 2)).const_mul _),
    integral_const_mul, integral_const_mul] at h0
  have hgg : g ^ 2 * (1 / g ^ 2) = 1 := mul_one_div_cancel (pow_ne_zero 2 hg)
  have h1 : ∫ φ : ℝ, φ ^ (k + 2) * weight g φ
      = (k + 1) * g ^ 2 * ∫ φ : ℝ, φ ^ k * weight g φ := by
    linear_combination (-g ^ 2) * h0 - (∫ φ : ℝ, φ ^ (k + 2) * weight g φ) * hgg
  unfold fieldMoment
  rw [h1]
  ring

/-- For `g ≠ 0` the exact even moments of the field are `g^(2n) (2n-1)!!`. -/
theorem fieldMoment_even {g : ℝ} (hg : g ≠ 0) (n : ℕ) :
    fieldMoment g (2 * n) = g ^ (2 * n) * (oddFactorial n : ℝ) := by
  induction n with
  | zero =>
    have hZ : ∫ φ : ℝ, weight g φ = √(Real.pi / (1 / (2 * g ^ 2))) := integral_gaussian _
    have hne : ∫ φ : ℝ, weight g φ ≠ 0 := by
      rw [hZ]
      positivity
    simp [fieldMoment, oddFactorial, div_self hne]
  | succ n ih =>
    rw [show 2 * (n + 1) = 2 * n + 2 by ring, fieldMoment_add_two hg, ih]
    unfold oddFactorial
    rw [Finset.prod_range_succ]
    push_cast
    ring

/-- The Catalan moments obey the convolution recursion of the vertex-free self-energy. -/
theorem catalanMoment_add_two (g : ℝ) (k : ℕ) : catalanMoment g (k + 2) =
    g ^ 2 * ∑ i ∈ Finset.range (k + 1), catalanMoment g i * catalanMoment g (k - i) := by
  have he : ∀ m, catalanMoment g (2 * m) = g ^ (2 * m) * (catalan m : ℝ) := by
    intro m
    unfold catalanMoment
    rw [if_pos (even_two_mul m), Nat.mul_div_cancel_left m two_pos]
  have ho : ∀ m, catalanMoment g (2 * m + 1) = 0 := fun m =>
    if_neg (Nat.not_even_iff_odd.mpr ⟨m, rfl⟩)
  -- a sum whose odd terms vanish runs over the even terms only
  have hs : ∀ f : ℕ → ℝ, (∀ m, f (2 * m + 1) = 0) → ∀ n,
      ∑ i ∈ Finset.range (2 * n + 1), f i = ∑ i ∈ Finset.range (n + 1), f (2 * i) := by
    intro f hf n
    induction n with
    | zero => simp
    | succ n ih =>
      rw [Finset.sum_range_succ (fun i => f (2 * i)) (n + 1),
        show 2 * (n + 1) = 2 * n + 1 + 1 by ring, Finset.sum_range_succ f (2 * n + 1 + 1),
        Finset.sum_range_succ f (2 * n + 1), ih, hf, add_zero]
  obtain ⟨n, rfl | rfl⟩ := k.even_or_odd'
  · rw [hs (fun i => catalanMoment g i * catalanMoment g (2 * n - i))
        (fun m => by simp only [ho, zero_mul]) n,
      show 2 * n + 2 = 2 * (n + 1) by ring, he, catalan_succ',
      Finset.Nat.sum_antidiagonal_eq_sum_range_succ (fun i j => catalan i * catalan j),
      Nat.cast_sum, Finset.mul_sum, Finset.mul_sum]
    refine Finset.sum_congr rfl fun i hi => ?_
    obtain ⟨j, rfl⟩ := Nat.exists_eq_add_of_le (Nat.lt_succ_iff.1 (Finset.mem_range.1 hi))
    rw [show 2 * (i + j) - 2 * i = 2 * j by omega, show i + j - i = j by omega, he i, he j]
    push_cast
    ring
  · rw [show 2 * n + 1 + 2 = 2 * (n + 1) + 1 by ring, ho, Finset.sum_eq_zero, mul_zero]
    intro i hi
    have hi' := Finset.mem_range.1 hi
    obtain ⟨m, rfl | rfl⟩ := i.even_or_odd'
    · rw [show 2 * n + 1 - 2 * m = 2 * (n - m) + 1 by omega, ho, mul_zero]
    · rw [ho, zero_mul]

/-- Among formal power series in `1/z`, the vertex-free equation has exactly one solution,
`1/z` times the generating series of the Catalan moments. -/
theorem isVertexFree_iff (g : ℝ) (G : PowerSeries ℝ) :
    IsVertexFree g G ↔ G = X * PowerSeries.mk (catalanMoment g) := by
  have h : PowerSeries.mk (catalanMoment g) = 1 + X * (X * (C (g ^ 2) *
      (PowerSeries.mk (catalanMoment g) * PowerSeries.mk (catalanMoment g)))) := by
    ext k
    rcases k with _ | _ | k
    · rw [map_add, coeff_mk, coeff_zero_X_mul, coeff_one]
      simp [catalanMoment]
    · rw [map_add, coeff_mk, coeff_succ_X_mul, coeff_zero_X_mul, coeff_one]
      simp [catalanMoment]
    · rw [map_add, coeff_mk, coeff_succ_X_mul, coeff_succ_X_mul, coeff_C_mul, coeff_mul,
        coeff_one, if_neg (by omega), zero_add]
      simp only [coeff_mk]
      rw [Finset.Nat.sum_antidiagonal_eq_sum_range_succ
        (fun i j => catalanMoment g i * catalanMoment g j)]
      exact catalanMoment_add_two g k
  have hH : IsVertexFree g (X * PowerSeries.mk (catalanMoment g)) := by
    unfold IsVertexFree
    linear_combination X * h
  refine ⟨fun hG => ?_, fun e => by rw [e]; exact hH⟩
  clear h
  generalize X * PowerSeries.mk (catalanMoment g) = H at hH ⊢
  unfold IsVertexFree at hG hH
  -- the difference of two solutions is annihilated by a series with constant term 1
  have h : (G - H) * (1 - C (g ^ 2) * X * (G + H)) = 0 := by
    linear_combination hG - hH
  rcases mul_eq_zero.1 h with h | h
  · exact sub_eq_zero.1 h
  · have h1 := congrArg (fun F : PowerSeries ℝ => constantCoeff F) h
    simp at h1

/-- In a vertex-free propagator the coefficient of `1/z^(2n+1)` is `g^(2n)` times the `n`-th
Catalan number. -/
theorem coeff_vertexFree {g : ℝ} {G : PowerSeries ℝ} (hG : IsVertexFree g G) (n : ℕ) :
    coeff (2 * n + 1) G = g ^ (2 * n) * (catalan n : ℝ) := by
  rw [(isVertexFree_iff g G).1 hG, coeff_succ_X_mul, coeff_mk]
  unfold catalanMoment
  rw [if_pos (even_two_mul n), Nat.mul_div_cancel_left n two_pos]

/-- Counting identity: `(2n-1)!! 2^n` equals `(n+1)!` times the `n`-th Catalan number. -/
theorem oddFactorial_mul_two_pow (n : ℕ) :
    oddFactorial n * 2 ^ n = (n + 1).factorial * catalan n := by
  have h : oddFactorial n * 2 ^ n = n.factorial * n.centralBinom := by
    induction n with
    | zero => simp [oddFactorial]
    | succ n ih =>
      have hs : oddFactorial (n + 1) = oddFactorial n * (2 * n + 1) :=
        Finset.prod_range_succ _ n
      calc oddFactorial (n + 1) * 2 ^ (n + 1)
          = (oddFactorial n * 2 ^ n) * (2 * (2 * n + 1)) := by rw [hs]; ring
        _ = n.factorial * ((n + 1) * (n + 1).centralBinom) := by
            rw [ih, Nat.succ_mul_centralBinom_succ]; ring
        _ = (n + 1).factorial * (n + 1).centralBinom := by rw [Nat.factorial_succ]; ring
  rw [h, ← succ_mul_catalan_eq_centralBinom, Nat.factorial_succ]
  ring

/-- For `g ≠ 0` the exact even moment of order `2n` is `(n+1)!/2^n` times the moment of the
vertex-free propagator. -/
theorem exact_eq_ratio_mul_vertexFree {g : ℝ} (hg : g ≠ 0) {G : PowerSeries ℝ}
    (hG : IsVertexFree g G) (n : ℕ) :
    fieldMoment g (2 * n) = ((n + 1).factorial : ℝ) / 2 ^ n * coeff (2 * n + 1) G := by
  have h : (oddFactorial n : ℝ) * 2 ^ n = ((n + 1).factorial : ℝ) * (catalan n : ℝ) := by
    exact_mod_cast oddFactorial_mul_two_pow n
  rw [fieldMoment_even hg, coeff_vertexFree hG n, div_mul_eq_mul_div,
    eq_div_iff (by positivity)]
  linear_combination g ^ (2 * n) * h

/-- For `g ≠ 0` the exact and the vertex-free moment of order `2n` agree only for
`n = 0` and `n = 1`. -/
theorem exact_eq_vertexFree_iff {g : ℝ} (hg : g ≠ 0) {G : PowerSeries ℝ}
    (hG : IsVertexFree g G) (n : ℕ) :
    fieldMoment g (2 * n) = coeff (2 * n + 1) G ↔ n = 0 ∨ n = 1 := by
  have hlt : ∀ m : ℕ, 2 ≤ m → 2 ^ m < (m + 1).factorial := by
    intro m hm
    induction m, hm using Nat.le_induction with
    | base => decide
    | succ j hj ih =>
      rw [pow_succ, Nat.factorial_succ]
      nlinarith [Nat.mul_le_mul_right (j + 1).factorial (show 2 ≤ j + 1 + 1 by omega)]
  constructor
  · intro h
    by_contra hn
    have hc : catalan n ≠ 0 := by
      intro h0
      have h1 := succ_mul_catalan_eq_centralBinom n
      rw [h0, mul_zero] at h1
      exact (Nat.centralBinom_pos n).ne h1
    have hne : coeff (2 * n + 1) G ≠ 0 := by
      rw [coeff_vertexFree hG n]
      exact mul_ne_zero (pow_ne_zero _ hg) (Nat.cast_ne_zero.2 hc)
    -- cancel the nonzero vertex-free moment
    rw [exact_eq_ratio_mul_vertexFree hg hG] at h
    have h1 : ((n + 1).factorial : ℝ) / 2 ^ n = 1 :=
      mul_right_cancel₀ hne (h.trans (one_mul _).symm)
    rw [div_eq_one_iff_eq (by positivity)] at h1
    have h2 : (n + 1).factorial = 2 ^ n := by exact_mod_cast h1
    exact (hlt n (by omega)).ne' h2
  · rintro (rfl | rfl) <;> rw [exact_eq_ratio_mul_vertexFree hg hG] <;> norm_num [Nat.factorial]

end

end SoftModeVertex
```

```lean
#print axioms SoftModeVertex.exact_eq_ratio_mul_vertexFree
#print axioms SoftModeVertex.exact_eq_vertexFree_iff
```

```
'SoftModeVertex.exact_eq_ratio_mul_vertexFree' depends on axioms: [propext, Classical.choice, Quot.sound]
'SoftModeVertex.exact_eq_vertexFree_iff' depends on axioms: [propext, Classical.choice, Quot.sound]
```

## What the definitions stand for

`fieldMoment g k` is $\langle\varphi^k\rangle$, a quotient of two real integrals with the unnormalised `weight`. The parameter `g` is a real number of either sign, and `hg : g ≠ 0` says that the variance is positive. `oddFactorial n` is $(2n-1)!!$, with value 1 at $n=0$.

A propagator is a `PowerSeries ℝ` in `X`, which stands for $1/z$. `IsVertexFree g G` is the Dyson equation after multiplication by `X`; in it, `C (g ^ 2)` is the constant series $g^2$, not a Catalan number. Because of the leading $1/z$, the moment of order $2n$ is `coeff (2 * n + 1) G`.

`fieldMoment_even` gives the exact even moments. `isVertexFree_iff` says that a series solves the vertex-free equation if and only if it is `X` times the series of `catalanMoment`; this covers existence, uniqueness and the leading term. `exact_eq_ratio_mul_vertexFree` gives the factor $(n+1)!/2^n$, and `exact_eq_vertexFree_iff` restricts agreement to $n=0,1$.

## How Lean carries out the steps

In `fieldMoment_add_two`, `hint` supplies integrability and `hd` the derivative above. The lemma `integral_eq_zero_of_hasDerivAt_of_integrable` then removes the total derivative, and `linear_combination` solves for the higher moment. `fieldMoment_even` is the induction; its base case uses the Gaussian integral to show that the normalisation is nonzero.

`catalanMoment_add_two` proves the convolution by splitting on parity, with `hs` discarding the odd terms. `isVertexFree_iff` compares coefficients at orders 0, 1 and $k+2$ to obtain $M=1+g^2X^2M^2$, then multiplies by `X`. For uniqueness it factors the difference of two solutions and applies `mul_eq_zero`. `coeff_vertexFree` reads off the even moments.

`oddFactorial_mul_two_pow` is the counting identity, proved through `Nat.centralBinom`. The ratio theorem combines it with the two moment formulas. In the last theorem, `hlt` is the inequality $2^m<(m+1)!$ for $m\ge2$, and `mul_right_cancel₀` cancels the nonzero vertex-free moment.

## Zero variance, and the reach of a moment identity

The condition $g\neq0$ matters for the claim about agreement. At $g=0$ the field is pinned to zero and $G=1/z$. Both fourth moments are then zero, so they agree at $n=2$. In the file, `fieldMoment 0 0` is moreover $0/0$, which Lean evaluates to 0 instead of 1.

The theorems fix Gaussian moments and coefficients of formal series. They give no convergence in $z$, no spectral function on the real axis and no bound on the error of an iteration or a sampled average. The step from $\langle1/(z-\varphi)\rangle$ to its moments is not in the file either. It is an asymptotic expansion, valid for instance for large imaginary $z$; because of the factor $(2n-1)!!$ the full series diverges at every finite $z$. The choice of $g^2G$ for the self-energy is part of the physical model. The model has a single level and a static field, with no feedback of the electron on the interaction, so the factor $(n+1)!/2^n$ should not be carried over to a dynamical mode or to a screened interaction that is updated during the self-consistency cycle.
